# The mean square of a coupling factor whose phase is shifted by scatterers of random sign

A coupling factor is the cosine of a phase, made up of a clean part `t` and a shift `+p i` or `-p i` from each of `n` scatterers. The sizes of the shifts are fixed real numbers, and all `2 ^ n` choices of sign are equally likely. The theorem `average_coupling_sq` says that the mean of the squared cosine is (1 + cos 2t · ∏ cos 2pᵢ)/2. The attempt writes each squared cosine as one half plus half the cosine of the doubled phase, and splits the sum over configurations in two. The constant part is to be summed by `hcard`, and the oscillating part by the earlier result for the mean cosine, `average_coupling`, with every phase doubled.

As first written in Lean, the proof fails:

```lean
import Mathlib

open Filter Topology

namespace RKKYRandomPhase

noncomputable section

/-- The sign `+1` or `-1` carried by a two-valued random scatterer. -/
def sign (b : Bool) : ℝ := if b then 1 else -1

/-- The phase of the coupling: a clean part `t` plus a shift `± p i` from each scatterer. -/
def phase {n : ℕ} (t : ℝ) (p : Fin n → ℝ) (e : Fin n → Bool) : ℝ :=
  t + ∑ i, p i * sign (e i)

/-- The average of an observable over all `2 ^ n` equally likely sign configurations. -/
def average {n : ℕ} (f : (Fin n → Bool) → ℝ) : ℝ := (∑ e, f e) / 2 ^ n

/-- The two signs of a single scatterer together contribute twice the cosine of its phase shift. -/
theorem sum_single_scatterer (p : ℝ) :
    ∑ b : Bool, Complex.exp ((p : ℂ) * (sign b : ℂ) * Complex.I)
      = 2 * Complex.cos (p : ℂ) := by
  have h1 : Complex.exp ((p : ℂ) * (sign true : ℂ) * Complex.I)
      = Complex.exp ((p : ℂ) * Complex.I) := by simp [sign]
  have h2 : Complex.exp ((p : ℂ) * (sign false : ℂ) * Complex.I)
      = Complex.exp (-(p : ℂ) * Complex.I) := by simp [sign]
  rw [Fintype.sum_bool, h1, h2, Complex.cos]
  ring

/-- The phase factor `exp (i X)`, summed over all sign configurations, factorises into
one cosine per scatterer. -/
theorem sum_phase_factor {n : ℕ} (t : ℝ) (p : Fin n → ℝ) :
    ∑ e : Fin n → Bool, Complex.exp ((phase t p e : ℂ) * Complex.I)
      = ((2 ^ n * ∏ i, Real.cos (p i) : ℝ) : ℂ) * Complex.exp ((t : ℂ) * Complex.I) := by
  -- for a fixed configuration the exponential is a product over scatterers
  have hsplit : ∀ e : Fin n → Bool, Complex.exp ((phase t p e : ℂ) * Complex.I)
      = Complex.exp ((t : ℂ) * Complex.I)
        * ∏ i, Complex.exp ((p i : ℂ) * (sign (e i) : ℂ) * Complex.I) := by
    intro e
    unfold phase
    push_cast
    rw [add_mul, Complex.exp_add, Finset.sum_mul, Complex.exp_sum]
  -- the sum over configurations of a product is a product of single-scatterer sums
  have hprod : ∏ i, ∑ b : Bool, Complex.exp ((p i : ℂ) * (sign b : ℂ) * Complex.I)
      = ∑ e : Fin n → Bool,
          ∏ i, Complex.exp ((p i : ℂ) * (sign (e i) : ℂ) * Complex.I) := by
    rw [Finset.prod_univ_sum, Fintype.piFinset_univ]
  rw [Finset.sum_congr rfl (fun e _ => hsplit e), ← Finset.mul_sum, ← hprod,
    Finset.prod_congr rfl (fun i _ => sum_single_scatterer (p i)),
    Finset.prod_mul_distrib, Finset.prod_const, Finset.card_univ, Fintype.card_fin]
  push_cast
  ring

/-- The mean coupling factor is the clean value `cos t` multiplied by the cosine of
each scatterer's phase shift. -/
theorem average_coupling {n : ℕ} (t : ℝ) (p : Fin n → ℝ) :
    average (fun e => Real.cos (phase t p e)) = Real.cos t * ∏ i, Real.cos (p i) := by
  have h := congrArg Complex.re (sum_phase_factor t p)
  rw [Complex.re_sum, Complex.re_ofReal_mul] at h
  simp only [Complex.exp_ofReal_mul_I_re] at h
  unfold average
  rw [h, div_eq_iff (by positivity)]
  ring

/-- The mean square of the coupling factor is one half plus a term that carries the
cosines of the doubled phases. -/
theorem average_coupling_sq {n : ℕ} (t : ℝ) (p : Fin n → ℝ) :
    average (fun e => Real.cos (phase t p e) ^ 2)
      = (1 + Real.cos (2 * t) * ∏ i, Real.cos (2 * p i)) / 2 := by
  have hdouble : ∀ e : Fin n → Bool, Real.cos (phase t p e) ^ 2
      = 1 / 2 + Real.cos (phase (2 * t) (fun i => 2 * p i) e) / 2 := by
    intro e
    have h2 : phase (2 * t) (fun i => 2 * p i) e = 2 * phase t p e := by
      simp only [phase, mul_add, Finset.mul_sum, mul_assoc]
    rw [h2, Real.cos_sq]
  have hcard : ∑ _e : Fin n → Bool, (1 / 2 : ℝ) = 2 ^ n * (1 / 2) := by
    simp
  -- the oscillating part is a mean coupling with all phases doubled
  have h := average_coupling (2 * t) (fun i => 2 * p i)
  unfold average at h ⊢
  rw [div_eq_iff (by positivity)] at h
  rw [Finset.sum_congr rfl (fun e _ => hdouble e), Finset.sum_add_distrib,
    ← Finset.sum_div, hcard, h, div_eq_iff (by positivity)]
  ring

end

end RKKYRandomPhase
```

The compiler's answer:

```
Main.lean:83:22: error: Tactic `rewrite` failed: Did not find an occurrence of the pattern
  ∑ _e, 1 / 2
in the target expression
  ((∑ i, 1) / 2 + ∑ x, Real.cos (phase (2 * t) (fun i => 2 * p i) x) / 2) / 2 ^ n =
    (1 + Real.cos (2 * t) * ∏ i, Real.cos (2 * p i)) / 2

n : ℕ
t : ℝ
p : Fin n → ℝ
hdouble : ∀ (e : Fin n → Bool), Real.cos (phase t p e) ^ 2 = 1 / 2 + Real.cos (phase (2 * t) (fun i => 2 * p i) e) / 2
hcard : ∑ _e, 1 / 2 = 2 ^ n * (1 / 2)
h :
  ∑ e, (fun e => Real.cos (phase (2 * t) (fun i => 2 * p i) e)) e = (Real.cos (2 * t) * ∏ i, Real.cos (2 * p i)) * 2 ^ n
⊢ ((∑ i, 1) / 2 + ∑ x, Real.cos (phase (2 * t) (fun i => 2 * p i) x) / 2) / 2 ^ n =
    (1 + Real.cos (2 * t) * ∏ i, Real.cos (2 * p i)) / 2
```

Diagnosis. Lean reports that the rewrite with `hcard` found no sum of the constant `1 / 2` in the goal. After the split the goal held two sums whose terms are divided by 2, the constant one and the one with the cosines. The step `← Finset.sum_div` pulls a common divisor out of a sum, and it was meant for the cosines. But it fits the constant sum as well, and took that one, turning it into `(∑ i, 1) / 2`. The left side of `hcard` was then gone, while the cosine sum still had its division inside.

The repair puts `hcard` first. The constant sum is replaced by its value, so `← Finset.sum_div` can only act on the cosines, and it leaves the sum that `h` rewrites.

The added `beta_reduce at h` is mere tidying. It turns the applied function `(fun e => ...) e` in `h` into the plain cosine, a difference that `rw` can see through when it matches.

Fix (accepted with no message):

```diff
@@ -80,6 +80,7 @@
   unfold average at h ⊢
   rw [div_eq_iff (by positivity)] at h
+  beta_reduce at h
   rw [Finset.sum_congr rfl (fun e _ => hdouble e), Finset.sum_add_distrib,
-    ← Finset.sum_div, hcard, h, div_eq_iff (by positivity)]
+    hcard, ← Finset.sum_div, h, div_eq_iff (by positivity)]
   ring
 
```
